# Squared norm of a one-dimensional contracted Gaussian from its exponents and coefficients

An atomic orbital in a Gaussian basis set is often represented by a fixed sum of several Gaussians on the same nucleus, some tight and some diffuse. Each Gaussian in the sum may be normalised, yet the sum need not be. Gaussians on one centre with the same power of the coordinate overlap, so the squared norm of their sum contains cross terms as well as the squares of the coefficients.

Along one Cartesian direction, take finitely many functions

g_i(x) = N_i x^l exp(−a_i x²), with a_i > 0 and N_i > 0,

where l is a natural number common to all of them and each N_i makes ∫ g_i² dx = 1. All integrals run over the whole line. For real coefficients c_i, the result is

∫ (∑_i c_i g_i)² dx = ∑_i ∑_j c_i c_j (2√(a_i a_j)/(a_i + a_j))^(l+1/2).

Neither the prefactors nor any Gamma function or double factorial remains on the right.

```lean
import Mathlib

open MeasureTheory

namespace ContractedGaussian

noncomputable section
```

## Primitives, prefactors and contractions

The word "primitive" often includes the normalisation constant. Here `primitive` is the bare function x^l exp(−a x²), and the constant is kept separate.

```lean
/-- The bare one-centre primitive `x^l exp(-a x²)` on the line. -/
def primitive (l : ℕ) (a x : ℝ) : ℝ := x ^ l * Real.exp (-a * x ^ 2)
```

Normalisation is stated as a physical condition: the prefactor N is positive and the integral of the squared function equals one. No formula for N is assumed. The sign condition matters because −N gives the same norm but reverses the sign of the overlaps with other functions.

```lean
/-- `N` is a positive prefactor that gives the primitive with power `l` and exponent `a`
unit squared integral over the line. -/
def IsNormFactor (l : ℕ) (a N : ℝ) : Prop :=
  0 < N ∧ ∫ x : ℝ, (N * primitive l a x) ^ 2 = 1
```

The contraction multiplies each normalised function by its coefficient and adds the results. The index type `ι` is any finite type, `a`, `N` and `c` assign an exponent, a prefactor and a coefficient to each index, and the single argument `l` gives all terms the same power. The coefficients thus refer to normalised functions, not to bare ones.

```lean
/-- The contraction `∑ c_i N_i x^l exp(-a_i x²)` of finitely many primitives with a common
power `l`. -/
def contraction {ι : Type*} [Fintype ι] (l : ℕ) (a N c : ι → ℝ) (x : ℝ) : ℝ :=
  ∑ i, c i * (N i * primitive l (a i) x)
```

## One Gaussian moment gives every overlap

For p > 0 the integrand x^(2l) exp(−p x²) is even, so its integral is twice that over the half line. Substitute t = p x², so that x = (t/p)^(1/2) and dx = (1/2) p^(−1/2) t^(−1/2) dt:

∫ x^(2l) exp(−p x²) dx
= 2 ∫₀^∞ x^(2l) exp(−p x²) dx
= p^(−(l+1/2)) ∫₀^∞ t^(l−1/2) exp(−t) dt
= Γ(l+1/2) / p^(l+1/2).

In the proof, `integral_comp_abs` performs the reduction to the half line, and a Mathlib integral formula takes the place of the substitution. The equation `e` connects the natural-number powers of the statement with the real powers of that formula.

```lean
/-- For `p > 0`, the even moment of order `2l` of the Gaussian `exp(-p x²)` is
`Γ(l + 1/2) / p^(l + 1/2)`. -/
theorem gaussian_moment (l : ℕ) {p : ℝ} (hp : 0 < p) :
    ∫ x : ℝ, x ^ (2 * l) * Real.exp (-p * x ^ 2)
      = Real.Gamma (l + 1 / 2) / p ^ ((l : ℝ) + 1 / 2) := by
  have hl : (0 : ℝ) ≤ l := l.cast_nonneg
  have h := integral_rpow_mul_exp_neg_mul_rpow (p := 2) (q := 2 * (l : ℝ)) (b := p)
    two_pos (by linarith) hp
  -- the integrand is even, so the half line suffices
  have s : ∫ x : ℝ, x ^ (2 * l) * Real.exp (-p * x ^ 2)
      = 2 * ∫ x in Set.Ioi (0 : ℝ), x ^ (2 * l) * Real.exp (-p * x ^ 2) := by
    refine Eq.trans ?_
      (integral_comp_abs (f := fun x : ℝ => x ^ (2 * l) * Real.exp (-p * x ^ 2)))
    simp only [pow_mul, sq_abs]
  have e : (fun x : ℝ => x ^ (2 * l) * Real.exp (-p * x ^ 2))
      = fun x : ℝ => x ^ (2 * (l : ℝ)) * Real.exp (-p * x ^ (2 : ℝ)) := by
    funext x
    have h2 : 2 * (l : ℝ) = ((2 * l : ℕ) : ℝ) := by push_cast; ring
    rw [h2, Real.rpow_natCast, Real.rpow_two]
  have e1 : (2 * (l : ℝ) + 1) / 2 = l + 1 / 2 := by ring
  have e2 : -(2 * (l : ℝ) + 1) / 2 = -(l + 1 / 2) := by ring
  rw [s, e, h, e1, e2, Real.rpow_neg hp.le]
  ring
```

Two primitives on the same centre multiply to a single Gaussian whose exponent is the sum:

x^l exp(−a x²) · x^l exp(−b x²) = x^(2l) exp(−(a+b) x²).

```lean
/-- The product of two primitives with the same power `l` on the same centre is a Gaussian with the
summed exponent times `x^(2l)`. -/
theorem primitive_mul (l : ℕ) (a b x : ℝ) :
    primitive l a x * primitive l b x = x ^ (2 * l) * Real.exp (-(a + b) * x ^ 2) := by
  unfold primitive
  rw [show -(a + b) * x ^ 2 = -a * x ^ 2 + -b * x ^ 2 by ring, Real.exp_add]
  ring
```

This product is integrable. With p = a + b > 0, the function x^(2l) exp(−p x²/2) is bounded by some constant C, so the product is at most C exp(−p x²/2), which has a finite integral. Mathlib supplies the corresponding fact for real powers, and `primitive_mul` carries it over to the product of the two primitives. Integrability is needed later, when a sum is integrated term by term.

```lean
/-- The product of two primitives with the same power `l` and positive exponents is integrable over
the line. -/
theorem integrable_primitive_mul (l : ℕ) {a b : ℝ} (ha : 0 < a) (hb : 0 < b) :
    Integrable (fun x : ℝ => primitive l a x * primitive l b x) := by
  have hl : (0 : ℝ) ≤ ((2 * l : ℕ) : ℝ) := Nat.cast_nonneg _
  have h := integrable_rpow_mul_exp_neg_mul_sq (add_pos ha hb)
    (s := ((2 * l : ℕ) : ℝ)) (by linarith)
  simp only [Real.rpow_natCast] at h
  simpa only [primitive_mul] using h
```

Setting p = a + b in the moment formula gives, for arbitrary real prefactors N and M,

∫ N x^l exp(−a x²) · M x^l exp(−b x²) dx = N M Γ(l+1/2) / (a+b)^(l+1/2).

```lean
/-- For positive exponents `a`, `b` and any prefactors `N`, `M`, the overlap of two primitives with
the same power `l` is `N M Γ(l + 1/2) / (a + b)^(l + 1/2)`. -/
theorem overlap_integral (l : ℕ) {a b : ℝ} (ha : 0 < a) (hb : 0 < b) (N M : ℝ) :
    ∫ x : ℝ, (N * primitive l a x) * (M * primitive l b x)
      = N * M * (Real.Gamma (l + 1 / 2) / (a + b) ^ ((l : ℝ) + 1 / 2)) := by
  have e : (fun x : ℝ => (N * primitive l a x) * (M * primitive l b x))
      = fun x : ℝ => N * M * (x ^ (2 * l) * Real.exp (-(a + b) * x ^ 2)) := by
    funext x
    rw [← primitive_mul]
    ring
  rw [e, integral_const_mul, gaussian_moment l (add_pos ha hb)]
```

## The double factorial in the prefactor

With b = a and M = N, the overlap becomes the squared norm of one function. Setting it equal to one gives

N² Γ(l+1/2) / (2a)^(l+1/2) = 1,

or, since the denominator is positive,

N² Γ(l+1/2) = (2a)^(l+1/2).

The lemma states this as an equivalence, with positivity of N on both sides.

```lean
/-- For `a > 0`, a prefactor normalises the primitive exactly when it is positive and
`N² Γ(l + 1/2) = (2a)^(l + 1/2)`. -/
theorem isNormFactor_iff_sq (l : ℕ) {a N : ℝ} (ha : 0 < a) :
    IsNormFactor l a N ↔
      0 < N ∧ N ^ 2 * Real.Gamma (l + 1 / 2) = (2 * a) ^ ((l : ℝ) + 1 / 2) := by
  have hA : 0 < (2 * a) ^ ((l : ℝ) + 1 / 2) := Real.rpow_pos_of_pos (by positivity) _
  have h : ∫ x : ℝ, (N * primitive l a x) ^ 2
      = N ^ 2 * (Real.Gamma (l + 1 / 2) / (2 * a) ^ ((l : ℝ) + 1 / 2)) := by
    simpa only [← sq, ← two_mul] using overlap_integral l ha ha N N
  unfold IsNormFactor
  rw [h, ← mul_div_assoc, div_eq_one_iff_eq hA.ne']
```

The Gamma function at a half-integer is Γ(l+1/2) = (2l−1)!! √π / 2^l. Therefore

N² = (2a)^l √(2a) · 2^l / ((2l−1)!! √π)
= (4a)^l / (2l−1)!! · √(2a/π),

and N is the positive square root of this expression. At l = 0 the usual convention (−1)!! = 1 applies; Lean's natural-number subtraction turns 2·0 − 1 into 0, and 0!! = 1 gives the same value.

In the proof, `Q` denotes the expression for N², and `key` is the half-integer identity in the form (2a)^(l+1/2) = Γ(l+1/2) Q. One direction cancels the positive Gamma function and takes the positive root; the other squares the root. The equivalence therefore gives both the existence and the uniqueness of the prefactor.

```lean
/-- For `a > 0`, the only positive normalising prefactor is
`√((4a)^l / (2l-1)!! · √(2a/π))`, where the double factorial is read as 1 for `l = 0`. -/
theorem isNormFactor_iff (l : ℕ) {a N : ℝ} (ha : 0 < a) :
    IsNormFactor l a N ↔
      N = √((4 * a) ^ l / (Nat.doubleFactorial (2 * l - 1) : ℝ) * √(2 * a / Real.pi)) := by
  have h2a : 0 < 2 * a := by positivity
  have hD : (0 : ℝ) < (Nat.doubleFactorial (2 * l - 1) : ℝ) := by
    exact_mod_cast Nat.doubleFactorial_pos _
  have hpi : 0 < √Real.pi := Real.sqrt_pos.2 Real.pi_pos
  have hG : 0 < Real.Gamma ((l : ℝ) + 1 / 2) := Real.Gamma_pos_of_pos (by positivity)
  obtain ⟨Q, hQ⟩ : ∃ Q : ℝ, Q =
    (4 * a) ^ l / (Nat.doubleFactorial (2 * l - 1) : ℝ) * √(2 * a / Real.pi) := ⟨_, rfl⟩
  have hQpos : 0 < Q := by
    rw [hQ]
    exact mul_pos (div_pos (by positivity) hD)
      (Real.sqrt_pos.2 (div_pos h2a Real.pi_pos))
  -- the Gamma function at a half-integer supplies the double factorial
  have key : (2 * a) ^ ((l : ℝ) + 1 / 2) = Real.Gamma (l + 1 / 2) * Q := by
    rw [hQ, Real.Gamma_nat_add_half, Real.rpow_add h2a, Real.rpow_natCast,
      ← Real.sqrt_eq_rpow, Real.sqrt_div h2a.le, show 4 * a = 2 * (2 * a) by ring,
      mul_pow 2 (2 * a) l]
    field_simp
  rw [isNormFactor_iff_sq l ha, ← hQ]
  constructor
  · rintro ⟨hN, h⟩
    have hNQ : N ^ 2 = Q := mul_left_cancel₀ hG.ne' (by linear_combination h + key)
    rw [← hNQ, Real.sqrt_sq hN.le]
  · rintro rfl
    refine ⟨Real.sqrt_pos.2 hQpos, ?_⟩
    rw [Real.sq_sqrt hQpos.le]
    linear_combination -key
```

## The Gamma function cancels between normalised functions

Write s = l + 1/2, and let N and M normalise the primitives with exponents a and b. Multiplying the two normalisation conditions gives

(N M Γ(s))² = (N² Γ(s)) (M² Γ(s))
= (2a)^s (2b)^s
= (4ab)^s
= ((2√(ab))^s)².

Both N M Γ(s) and (2√(ab))^s are positive, so they are equal. Inserting this into the overlap formula yields

∫ N x^l exp(−a x²) · M x^l exp(−b x²) dx = (2√(ab))^s / (a+b)^s = (2√(ab)/(a+b))^s.

The overlap equals one when a = b and depends on the exponents only through their ratio. In the proof, `hT` is the computation of the square and `hprod` is the comparison of the two positive numbers.

```lean
/-- Two unit-normalised primitives with the same power `l` and positive exponents `a`, `b`
have overlap `(2√(ab)/(a+b))^(l + 1/2)`. -/
theorem normalised_overlap (l : ℕ) {a b N M : ℝ} (ha : 0 < a) (hb : 0 < b)
    (hN : IsNormFactor l a N) (hM : IsNormFactor l b M) :
    ∫ x : ℝ, (N * primitive l a x) * (M * primitive l b x)
      = (2 * √(a * b) / (a + b)) ^ ((l : ℝ) + 1 / 2) := by
  obtain ⟨hN0, hN2⟩ := (isNormFactor_iff_sq l ha).1 hN
  obtain ⟨hM0, hM2⟩ := (isNormFactor_iff_sq l hb).1 hM
  have hG : 0 < Real.Gamma ((l : ℝ) + 1 / 2) := Real.Gamma_pos_of_pos (by positivity)
  have hr : 0 ≤ 2 * √(a * b) := by positivity
  have hT : ((2 * √(a * b)) ^ ((l : ℝ) + 1 / 2)) ^ 2
      = (2 * a) ^ ((l : ℝ) + 1 / 2) * (2 * b) ^ ((l : ℝ) + 1 / 2) := by
    have hs := Real.mul_self_sqrt (mul_pos ha hb).le
    have hbase : 2 * √(a * b) * (2 * √(a * b)) = 2 * a * (2 * b) := by
      linear_combination 4 * hs
    rw [sq, ← Real.mul_rpow hr hr, hbase,
      Real.mul_rpow (mul_pos two_pos ha).le (mul_pos two_pos hb).le]
  -- both sides are nonnegative and have the same square
  have hprod : N * M * Real.Gamma (l + 1 / 2) = (2 * √(a * b)) ^ ((l : ℝ) + 1 / 2) := by
    refine (sq_eq_sq₀ (mul_pos (mul_pos hN0 hM0) hG).le (Real.rpow_nonneg hr _)).1 ?_
    rw [hT, ← hN2, ← hM2]
    ring
  rw [overlap_integral l ha hb, Real.div_rpow hr (add_pos ha hb).le, ← mul_div_assoc, hprod]
```

## Squared norm of the contraction

Expand the square of the finite sum and integrate term by term:

∫ (∑_i c_i g_i)² dx
= ∑_i ∑_j c_i c_j ∫ g_i g_j dx
= ∑_i ∑_j c_i c_j (2√(a_i a_j)/(a_i + a_j))^(l+1/2).

The theorem `contraction_sq_integral` assumes only that every exponent is positive (`ha`) and that every prefactor normalises its own primitive (`hN`). The coefficients are arbitrary real numbers, exponents may repeat, and for an empty sum both sides are zero. The diagonal terms are the c_i², so the off-diagonal terms measure how far ∑_i c_i² is from the squared norm.

In the proof, `expand` writes out the square and `hint` shows that each term is integrable. That permits the exchange of both sums with the integral, after which `normalised_overlap` evaluates each term.

```lean
variable {ι : Type*} [Fintype ι]

/-- A real contraction of unit-normalised primitives with common power `l` and positive
exponents has squared integral `∑ c_i c_j (2√(a_i a_j)/(a_i+a_j))^(l + 1/2)`. -/
theorem contraction_sq_integral (l : ℕ) (a N c : ι → ℝ) (ha : ∀ i, 0 < a i)
    (hN : ∀ i, IsNormFactor l (a i) (N i)) :
    ∫ x : ℝ, (contraction l a N c x) ^ 2
      = ∑ i, ∑ j, c i * c j * (2 * √(a i * a j) / (a i + a j)) ^ ((l : ℝ) + 1 / 2) := by
  have expand : ∀ x, (contraction l a N c x) ^ 2 = ∑ i, ∑ j, c i * c j *
      ((N i * primitive l (a i) x) * (N j * primitive l (a j) x)) := by
    intro x
    rw [contraction, sq, Finset.sum_mul_sum]
    exact Finset.sum_congr rfl fun i _ => Finset.sum_congr rfl fun j _ => by ring
  have hint : ∀ i j, Integrable (fun x : ℝ => c i * c j *
      ((N i * primitive l (a i) x) * (N j * primitive l (a j) x))) := by
    intro i j
    have e : (fun x : ℝ => c i * c j *
        ((N i * primitive l (a i) x) * (N j * primitive l (a j) x)))
        = fun x : ℝ => (c i * c j * (N i * N j)) *
          (primitive l (a i) x * primitive l (a j) x) := by
      funext x
      ring
    rw [e]
    exact (integrable_primitive_mul l (ha i) (ha j)).const_mul _
  -- exchange the finite sums with the integral
  simp_rw [expand]
  rw [MeasureTheory.integral_finsetSum _ (fun i _ => MeasureTheory.integrable_finsetSum _ fun j _ => hint i j)]
  refine Finset.sum_congr rfl fun i _ => ?_
  rw [MeasureTheory.integral_finsetSum _ (fun j _ => hint i j)]
  refine Finset.sum_congr rfl fun j _ => ?_
  rw [integral_const_mul, normalised_overlap l (ha i) (ha j) (hN i) (hN j)]
```

In electronic-structure calculations, this double sum is the one-dimensional, single-centre form of the normalisation of a contracted Gaussian. The step from the line to space is a separate argument: the overlap of two Cartesian primitives x^l y^m z^n exp(−a r²) and x^l y^m z^n exp(−b r²), with r the distance from their common centre, factorises into three line integrals, so for normalised functions it equals (2√(ab)/(a+b))^(l+m+n+3/2). Contractions with different centres, mixed powers or complex coefficients need other formulas.

## Nonnegativity and renormalisation

The double sum equals the integral of a square, so it cannot be negative:

∑_i ∑_j c_i c_j (2√(a_i a_j)/(a_i + a_j))^(l+1/2) ≥ 0.

This statement contains no prefactors. The proof chooses them with the explicit formula, applies the norm theorem and uses the nonnegativity of the integrand. In matrix language, the overlap matrix of normalised primitives is positive semidefinite.

```lean
/-- For positive exponents and a common power `l`, the quadratic form of the normalised overlaps is
nonnegative for all real coefficients. -/
theorem overlap_form_nonneg (l : ℕ) (a c : ι → ℝ) (ha : ∀ i, 0 < a i) :
    0 ≤ ∑ i, ∑ j, c i * c j * (2 * √(a i * a j) / (a i + a j)) ^ ((l : ℝ) + 1 / 2) := by
  have hex : ∀ i, ∃ N, IsNormFactor l (a i) N :=
    fun i => ⟨_, (isNormFactor_iff l (ha i)).2 rfl⟩
  choose N hN using hex
  rw [← contraction_sq_integral l a N c ha hN]
  exact integral_nonneg fun x => sq_nonneg _
```

The sum can vanish: two equal exponents with coefficients 1 and −1 give the zero function. Let S be the value of the double sum and suppose S ≠ 0. Since S ≥ 0, it is positive, and replacing each c_i by c_i/√S gives

∫ (∑_i (c_i/√S) g_i)² dx = (1/S) ∫ (∑_i c_i g_i)² dx = S/S = 1.

The last theorem checks this rescaling. It takes the common factor 1/√S out of the contraction, squares it to 1/S, and uses the norm theorem for the remaining integral.

```lean
/-- If the double sum `S` of a contraction of unit-normalised primitives with positive exponents
is nonzero, dividing every coefficient by `√S` gives a contraction of unit squared integral. -/
theorem renormalised_contraction (l : ℕ) (a N c : ι → ℝ) (ha : ∀ i, 0 < a i)
    (hN : ∀ i, IsNormFactor l (a i) (N i)) (S : ℝ)
    (hS : S = ∑ i, ∑ j, c i * c j * (2 * √(a i * a j) / (a i + a j)) ^ ((l : ℝ) + 1 / 2))
    (h0 : S ≠ 0) :
    ∫ x : ℝ, (contraction l a N (fun i => c i / √S) x) ^ 2 = 1 := by
  have hS0 : 0 ≤ S := by
    rw [hS]
    exact overlap_form_nonneg l a c ha
  have e : ∀ x, (contraction l a N (fun i => c i / √S) x) ^ 2
      = S⁻¹ * (contraction l a N c x) ^ 2 := by
    intro x
    have h : contraction l a N (fun i => c i / √S) x = contraction l a N c x / √S := by
      simp only [contraction, Finset.sum_div]
      exact Finset.sum_congr rfl fun i _ => by ring
    rw [h, div_pow, Real.sq_sqrt hS0]
    ring
  simp_rw [e]
  rw [integral_const_mul, contraction_sq_integral l a N c ha hN, ← hS, inv_mul_cancel₀ h0]

end

end ContractedGaussian
```

```lean
#print axioms ContractedGaussian.renormalised_contraction
```

```
'ContractedGaussian.renormalised_contraction' depends on axioms: [propext, Classical.choice, Quot.sound]
```
